# Every unitary rotation of a finite set of orthonormal orbitals preserves their one-particle density matrix exactly when all occupations are equal

The orthonormal orbitals are the columns of a complex matrix `C` with finitely many rows and columns, and their occupations `m` are arbitrary real numbers, so the density matrix is `C * occupation m * Cᴴ`. The theorem `all_rotations_invariant_iff` states that replacing `C` by `C * U`, with the occupations held fixed, leaves this matrix unchanged for every unitary `U` exactly when all occupations are equal. For the forward direction, the attempt supposes that orbitals `i` and `j` have different occupations and takes for `U` the permutation matrix `S` that exchanges them. Invariance under `S` would force the entry `S i j` to vanish, although it is 1. For the converse, equal occupations leave no pair of orbitals whose mixing is forbidden, so every unitary rotation preserves the density matrix.

An attempt in Lean 4 with a fault in it:

```lean
import Mathlib

open Matrix

namespace OrbitalRotationInvariance

noncomputable section

variable {n k : Type*} [Fintype k] [DecidableEq k]

/-- The diagonal matrix of real orbital occupations. -/
def occupation (m : k → ℝ) : Matrix k k ℂ := Matrix.diagonal fun i => (m i : ℂ)

/-- The one-particle density matrix of the orbitals in the columns of `C` with occupations `m`. -/
def density (C : Matrix n k ℂ) (m : k → ℝ) : Matrix n n ℂ := C * occupation m * Cᴴ

/-- Rotating the orbitals amounts to rotating the occupation matrix in the orbital basis. -/
theorem density_rotate (C : Matrix n k ℂ) (U : Matrix k k ℂ) (m : k → ℝ) :
    density (C * U) m = C * (U * occupation m * Uᴴ) * Cᴴ := by
  simp only [density, Matrix.conjTranspose_mul, Matrix.mul_assoc]

/-- A rotation commutes with the occupation matrix exactly when it does not mix orbitals
of different occupation. -/
theorem commute_occupation_iff (U : Matrix k k ℂ) (m : k → ℝ) :
    U * occupation m = occupation m * U ↔ ∀ i j, m i ≠ m j → U i j = 0 := by
  constructor
  · intro h i j hij
    have e := congrFun (congrFun h i) j
    simp only [occupation, Matrix.mul_diagonal, Matrix.diagonal_mul] at e
    have hne : (m i : ℂ) - m j ≠ 0 := sub_ne_zero.mpr (by exact_mod_cast hij)
    -- the entry of the commutator is the occupation difference times the entry of U
    have hz : ((m i : ℂ) - m j) * U i j = 0 := by linear_combination -e
    exact (mul_eq_zero.mp hz).resolve_left hne
  · intro h
    ext i j
    simp only [occupation, Matrix.mul_diagonal, Matrix.diagonal_mul]
    by_cases hij : m i = m j
    · rw [hij, mul_comm]
    · rw [h i j hij, zero_mul, mul_zero]

variable [Fintype n]

/-- For orthonormal orbitals, two operators expanded in these orbitals are equal exactly when
their coefficient matrices are equal. -/
theorem expansion_injective {C : Matrix n k ℂ} (hC : Cᴴ * C = 1) (A B : Matrix k k ℂ) :
    C * A * Cᴴ = C * B * Cᴴ ↔ A = B := by
  -- projecting back onto the orbitals recovers the coefficients
  have key : ∀ X : Matrix k k ℂ, Cᴴ * (C * X * Cᴴ) * C = X := fun X =>
    calc Cᴴ * (C * X * Cᴴ) * C = (Cᴴ * C) * X * (Cᴴ * C) := by
          simp only [Matrix.mul_assoc]
      _ = X := by rw [hC, Matrix.one_mul, Matrix.mul_one]
  constructor
  · intro h
    rw [← key A, h, key B]
  · intro h
    rw [h]

/-- A unitary rotation of orthonormal orbitals preserves the density matrix exactly when it commutes
with the occupation matrix, and this holds exactly when it does not mix different occupations. -/
theorem density_invariant_iff {C : Matrix n k ℂ} {U : Matrix k k ℂ}
    (hC : Cᴴ * C = 1) (hU : Uᴴ * U = 1) (m : k → ℝ) :
    (density (C * U) m = density C m ↔ U * occupation m = occupation m * U) ∧
    (U * occupation m = occupation m * U ↔ ∀ i j, m i ≠ m j → U i j = 0) := by
  refine ⟨?_, commute_occupation_iff U m⟩
  rw [density_rotate, density, expansion_injective hC]
  constructor
  · intro h
    calc U * occupation m = U * occupation m * (Uᴴ * U) := by rw [hU, Matrix.mul_one]
      _ = U * occupation m * Uᴴ * U := by simp only [Matrix.mul_assoc]
      _ = occupation m * U := by rw [h]
  · intro h
    rw [h, Matrix.mul_assoc, mul_eq_one_comm.mp hU, Matrix.mul_one]

/-- Every unitary rotation of given orthonormal orbitals preserves the density matrix exactly when
all occupations are equal. -/
theorem all_rotations_invariant_iff {C : Matrix n k ℂ} (hC : Cᴴ * C = 1) (m : k → ℝ) :
    (∀ U : Matrix k k ℂ, Uᴴ * U = 1 → density (C * U) m = density C m) ↔
      ∀ i j, m i = m j := by
  constructor
  · intro h i j
    by_contra hij
    -- exchanging two orbitals of different occupation changes the density
    let S : Matrix k k ℂ := (1 : Matrix k k ℂ).submatrix id (Equiv.swap i j)
    have hS : Sᴴ * S = 1 := by
      change ((1 : Matrix k k ℂ).submatrix id (Equiv.swap i j))ᴴ *
        (1 : Matrix k k ℂ).submatrix id (Equiv.swap i j) = 1
      rw [Matrix.conjTranspose_submatrix, Matrix.conjTranspose_one,
        ← Matrix.submatrix_mul _ _ _ id _ Function.bijective_id, Matrix.one_mul,
        Matrix.submatrix_one_equiv]
    have hz := (density_invariant_iff hC hS m).2.mp
      ((density_invariant_iff hC hS m).1.mp (h S hS)) i j hij
    simp [S, Matrix.submatrix_apply, Equiv.swap_apply_right] at hz
  · intro h U hU
    exact (density_invariant_iff hC hU m).1.mpr
      ((density_invariant_iff hC hU m).2.mpr fun i j hij => absurd (h i j) hij)

end

end OrbitalRotationInvariance
```

Messages:

```
Main.lean:80:2: error: unsolved goals
case mp
n : Type u_1
k : Type u_2
inst✝² : Fintype k
inst✝¹ : DecidableEq k
inst✝ : Fintype n
C : Matrix n k ℂ
hC : Cᴴ * C = 1
m : k → ℝ
h : ∀ (U : Matrix k k ℂ), Uᴴ * U = 1 → density (C * U) m = density C m
i j : k
hij : ¬m i = m j
S : Matrix k k ℂ := submatrix 1 id ⇑(Equiv.swap i j)
hS : Sᴴ * S = 1
hz : 1 (id i) ((Equiv.swap i j) j) = 0
⊢ False
Main.lean:92:37: warning: This simp argument is unused:
  Equiv.swap_apply_right

Hint: Omit it from the simp argument list.
  [apply] simp [S, Matrix.submatrix_apply] at hz

Note: This linter can be disabled with `set_option linter.unusedSimpArgs false`
```

What went wrong. The error says that the forward direction still has the goal `False` after the last `simp`. That call unfolded `S` but left `hz` as `1 (id i) ((Equiv.swap i j) j) = 0`, where the first `1` is the identity matrix. Both indices equal `i`, so this is a diagonal entry and the equation is false, but `simp` simplified neither index and so found no contradiction. The warning agrees: `Equiv.swap_apply_right`, which would turn the second index into `i`, was never used. The messages do not show why `simp` left the indices alone.

The repair drops the `simp` call, and the warning with it, and proves `S i j = 1` directly. `change` restates the entry, by definition, as one of the identity matrix, `Matrix.one_apply` turns it into an `if` on equality of the indices, and `if_pos` selects the value 1, with `Equiv.swap_apply_right` now supplying that equality explicitly. Combined with `hz`, which says `S i j = 0`, this gives `1 = 0`, which `one_ne_zero` refutes.

The change, after which it compiles:

```diff
@@ -90,5 +90,8 @@
     have hz := (density_invariant_iff hC hS m).2.mp
       ((density_invariant_iff hC hS m).1.mp (h S hS)) i j hij
-    simp [S, Matrix.submatrix_apply, Equiv.swap_apply_right] at hz
+    have hone : S i j = 1 := by
+      change (1 : Matrix k k ℂ) i (Equiv.swap i j j) = 1
+      exact Matrix.one_apply.trans (if_pos (Equiv.swap_apply_right i j).symm)
+    exact one_ne_zero (hone.symm.trans hz)
   · intro h U hU
     exact (density_invariant_iff hC hU m).1.mpr
```
